# Two orthonormal states mix to an energy below both of theirs exactly when a symmetric operator couples them

For a linear operator \(T\) on a complex inner product space, the energy of a state \(v\) is taken to be the real part of \(\langle v,Tv\rangle\), so that energies are real numbers and can be ordered, while the coupling \(\langle w,Tu\rangle\) between two basis functions stays complex. If \(T\) is symmetric and \(u,w\) are orthonormal, some unit vector in their span has energy strictly below both of theirs if and only if this coupling is nonzero.

```lean
import Mathlib

open ComplexConjugate

namespace RitzBasisEnlargement

noncomputable section

variable {E : Type*} [NormedAddCommGroup E] [InnerProductSpace ℂ E]

/-- The energy of a state `v`: the real part of `⟨v, T v⟩`. -/
def energy (T : E →ₗ[ℂ] E) (v : E) : ℝ := (inner ℂ v (T v)).re

/-- The lower root of the two-state secular equation with diagonal energies `a`, `b`
and coupling `c`. -/
def lowerRitz (a b : ℝ) (c : ℂ) : ℝ :=
  (a + b) / 2 - √(((a - b) / 2) ^ 2 + ‖c‖ ^ 2)

/-- For a symmetric operator, the energy of `x • u + y • w` is the sum of the energies of `u` and
`w`, weighted by `‖x‖ ^ 2` and `‖y‖ ^ 2`, plus twice the real part of `conj y * x` times the
coupling `⟨w, T u⟩`. -/
theorem energy_combination {T : E →ₗ[ℂ] E} (hT : T.IsSymmetric) (u w : E) (x y : ℂ) :
    energy T (x • u + y • w) = ‖x‖ ^ 2 * energy T u + ‖y‖ ^ 2 * energy T w
      + 2 * (conj y * x * inner ℂ w (T u)).re := by
  have h : inner ℂ u (T w) = conj (inner ℂ w (T u)) := by
    rw [← hT u w, inner_conj_symm]
  unfold energy
  simp only [map_add, map_smul, inner_add_left, inner_add_right, inner_smul_left,
    inner_smul_right, h]
  simp only [Complex.sq_norm, Complex.normSq_apply, Complex.add_re, Complex.add_im,
    Complex.mul_re, Complex.mul_im, Complex.conj_re, Complex.conj_im]
  ring

/-- For orthonormal `u`, `w` the squared norm of a superposition is the sum of the
squared moduli of its coefficients. -/
theorem norm_combination {u w : E} (hu : ‖u‖ = 1) (hw : ‖w‖ = 1)
    (huw : inner ℂ u w = 0) (x y : ℂ) :
    ‖x • u + y • w‖ ^ 2 = ‖x‖ ^ 2 + ‖y‖ ^ 2 := by
  rw [norm_add_sq (𝕜 := ℂ), inner_smul_left, inner_smul_right, huw, norm_smul,
    norm_smul, hu, hw]
  simp

/-- The lower Ritz value lies at or below both diagonal energies and solves the
two-state secular equation. -/
theorem lowerRitz_secular (a b : ℝ) (c : ℂ) :
    0 ≤ a - lowerRitz a b c ∧ 0 ≤ b - lowerRitz a b c ∧
      (a - lowerRitz a b c) * (b - lowerRitz a b c) = ‖c‖ ^ 2 := by
  unfold lowerRitz
  have hR := Real.sq_sqrt (show 0 ≤ ((a - b) / 2) ^ 2 + ‖c‖ ^ 2 by positivity)
  have hd : |(a - b) / 2| ≤ √(((a - b) / 2) ^ 2 + ‖c‖ ^ 2) :=
    Real.abs_le_sqrt (by linarith [sq_nonneg ‖c‖])
  obtain ⟨h1, h2⟩ := abs_le.mp hd
  exact ⟨by linarith, by linarith, by linear_combination hR⟩

/-- The lower Ritz value lies strictly below both diagonal energies exactly when the
coupling is nonzero. -/
theorem lowerRitz_lt_min_iff (a b : ℝ) (c : ℂ) :
    lowerRitz a b c < min a b ↔ c ≠ 0 := by
  obtain ⟨hp, hq, hpq⟩ := lowerRitz_secular a b c
  constructor
  · intro h hc
    obtain ⟨ha, hb⟩ := lt_min_iff.mp h
    have hpos := mul_pos (sub_pos.mpr ha) (sub_pos.mpr hb)
    rw [hpq, hc, norm_zero] at hpos
    norm_num at hpos
  · intro hc
    have hpos : 0 < ‖c‖ ^ 2 := pow_pos (norm_pos_iff.mpr hc) 2
    rw [← hpq] at hpos
    have ha := lt_of_le_of_ne hp (left_ne_zero_of_mul hpos.ne').symm
    have hb := lt_of_le_of_ne hq (right_ne_zero_of_mul hpos.ne').symm
    exact lt_min (sub_pos.mp ha) (sub_pos.mp hb)

/-- Every normalised pair of coefficients gives a two-state energy at or above the
lower Ritz value. -/
theorem lowerRitz_le (a b : ℝ) (c x y : ℂ) (h : ‖x‖ ^ 2 + ‖y‖ ^ 2 = 1) :
    lowerRitz a b c ≤ ‖x‖ ^ 2 * a + ‖y‖ ^ 2 * b + 2 * (conj y * x * c).re := by
  obtain ⟨hp, hq, hpq⟩ := lowerRitz_secular a b c
  set m := lowerRitz a b c
  -- The interference term is bounded by the product of the moduli.
  have h1 := (abs_le.mp (Complex.abs_re_le_norm (conj y * x * c))).1
  rw [norm_mul, norm_mul, RCLike.norm_conj] at h1
  have h2 : 2 * (‖y‖ * ‖x‖ * ‖c‖) ≤ (a - m) * ‖x‖ ^ 2 + (b - m) * ‖y‖ ^ 2 := by
    refine le_trans (le_abs_self _) (abs_le_of_sq_le_sq ?_
      (add_nonneg (mul_nonneg hp (sq_nonneg _)) (mul_nonneg hq (sq_nonneg _))))
    have e : (2 * (‖y‖ * ‖x‖ * ‖c‖)) ^ 2
        = 4 * ‖y‖ ^ 2 * ‖x‖ ^ 2 * ((a - m) * (b - m)) := by
      rw [hpq]; ring
    rw [e]
    nlinarith [sq_nonneg ((a - m) * ‖x‖ ^ 2 - (b - m) * ‖y‖ ^ 2)]
  have h3 : m * (‖x‖ ^ 2 + ‖y‖ ^ 2) = m := by rw [h, mul_one]
  nlinarith [h1, h2, h3]

/-- Some normalised pair of coefficients has the lower Ritz value as its energy. -/
theorem lowerRitz_attained (a b : ℝ) (c : ℂ) :
    ∃ x y : ℂ, ‖x‖ ^ 2 + ‖y‖ ^ 2 = 1 ∧
      ‖x‖ ^ 2 * a + ‖y‖ ^ 2 * b + 2 * (conj y * x * c).re = lowerRitz a b c := by
  obtain ⟨-, -, hpq⟩ := lowerRitz_secular a b c
  set m := lowerRitz a b c
  by_cases hc : c = 0
  · -- Without coupling one of the two basis functions is already optimal.
    have h0 : (a - m) * (b - m) = 0 := by
      rw [hpq, norm_eq_zero.mpr hc]; norm_num
    rcases mul_eq_zero.mp h0 with h | h
    · exact ⟨1, 0, by simp, by simp; linarith⟩
    · exact ⟨0, 1, by simp, by simp; linarith⟩
  · -- With coupling, normalise the solution (-(b - m), c) of the secular problem.
    have hN : 0 < (b - m) ^ 2 + ‖c‖ ^ 2 :=
      add_pos_of_nonneg_of_pos (sq_nonneg _) (pow_pos (norm_pos_iff.mpr hc) 2)
    obtain ⟨s, hs⟩ : ∃ s : ℝ, s ^ 2 * ((b - m) ^ 2 + ‖c‖ ^ 2) = 1 :=
      ⟨(√((b - m) ^ 2 + ‖c‖ ^ 2))⁻¹, by
        rw [inv_pow, Real.sq_sqrt hN.le]; exact inv_mul_cancel₀ hN.ne'⟩
    have hx : ‖((-(s * (b - m)) : ℝ) : ℂ)‖ ^ 2 = s ^ 2 * (b - m) ^ 2 := by
      rw [Complex.norm_real, Real.norm_eq_abs, sq_abs]; ring
    have hy : ‖(s : ℂ) * c‖ ^ 2 = s ^ 2 * ‖c‖ ^ 2 := by
      rw [norm_mul, mul_pow, Complex.norm_real, Real.norm_eq_abs, sq_abs]
    have hxy : (conj ((s : ℂ) * c) * ((-(s * (b - m)) : ℝ) : ℂ) * c).re
        = -(s ^ 2 * (b - m) * ‖c‖ ^ 2) := by
      rw [Complex.sq_norm, Complex.normSq_apply]
      simp only [map_mul, Complex.conj_ofReal, Complex.mul_re, Complex.mul_im,
        Complex.ofReal_re, Complex.ofReal_im, Complex.conj_re, Complex.conj_im]
      ring
    refine ⟨((-(s * (b - m)) : ℝ) : ℂ), (s : ℂ) * c, ?_, ?_⟩
    · rw [hx, hy]; linear_combination hs
    · rw [hx, hy, hxy]
      linear_combination m * hs + s ^ 2 * (b - m) * hpq

/-- For a symmetric operator, the lower Ritz value is the least energy among unit vectors in the
span of two orthonormal basis functions. -/
theorem isLeast_lowerRitz {T : E →ₗ[ℂ] E} (hT : T.IsSymmetric) {u w : E}
    (hu : ‖u‖ = 1) (hw : ‖w‖ = 1) (huw : inner ℂ u w = 0) :
    IsLeast {e : ℝ | ∃ v ∈ Submodule.span ℂ {u, w}, ‖v‖ = 1 ∧ energy T v = e}
      (lowerRitz (energy T u) (energy T w) (inner ℂ w (T u))) := by
  constructor
  · obtain ⟨x, y, hn, he⟩ :=
      lowerRitz_attained (energy T u) (energy T w) (inner ℂ w (T u))
    refine ⟨x • u + y • w, Submodule.mem_span_pair.mpr ⟨x, y, rfl⟩, ?_,
      (energy_combination hT u w x y).trans he⟩
    exact (pow_eq_one_iff_of_nonneg (norm_nonneg _) two_ne_zero).mp
      ((norm_combination hu hw huw x y).trans hn)
  · rintro e ⟨v, hv, hn, rfl⟩
    obtain ⟨x, y, rfl⟩ := Submodule.mem_span_pair.mp hv
    rw [energy_combination hT]
    apply lowerRitz_le
    rw [← norm_combination hu hw huw, hn, one_pow]

/-- Some unit vector in the span of two orthonormal basis functions has energy strictly below both
of theirs if and only if the symmetric operator `T` couples them. -/
theorem exists_energy_lt_min_iff {T : E →ₗ[ℂ] E} (hT : T.IsSymmetric) {u w : E}
    (hu : ‖u‖ = 1) (hw : ‖w‖ = 1) (huw : inner ℂ u w = 0) :
    (∃ v ∈ Submodule.span ℂ {u, w}, ‖v‖ = 1 ∧
      energy T v < min (energy T u) (energy T w)) ↔ inner ℂ w (T u) ≠ 0 := by
  obtain ⟨⟨v₀, hv₀, hn₀, he₀⟩, hlow⟩ := isLeast_lowerRitz hT hu hw huw
  rw [← lowerRitz_lt_min_iff (energy T u) (energy T w)]
  constructor
  · rintro ⟨v, hv, hn, hlt⟩
    exact lt_of_le_of_lt (hlow ⟨v, hv, hn, rfl⟩) hlt
  · intro h
    exact ⟨v₀, hv₀, hn₀, by rw [he₀]; exact h⟩

/-- For a symmetric operator, a unit vector that minimises the energy over all unit vectors is an
eigenvector, with its energy as eigenvalue. -/
theorem eigenvector_of_minimal {T : E →ₗ[ℂ] E} (hT : T.IsSymmetric) {u : E}
    (hu : ‖u‖ = 1) (hmin : ∀ v : E, ‖v‖ = 1 → energy T u ≤ energy T v) :
    T u = (energy T u : ℂ) • u := by
  by_contra hne
  have hreal : (energy T u : ℂ) = inner ℂ u (T u) :=
    Complex.conj_eq_iff_re.mp (by rw [inner_conj_symm, hT u u])
  -- The residual is orthogonal to u; once normalised, it serves as the new basis function.
  obtain ⟨r, hr⟩ : ∃ r : E, r = T u - (energy T u : ℂ) • u := ⟨_, rfl⟩
  have hr0 : r ≠ 0 := by rw [hr]; exact sub_ne_zero.mpr hne
  have hur : inner ℂ u r = 0 := by
    rw [hr, inner_sub_right, inner_smul_right, inner_self_eq_norm_sq_to_K, hu, hreal]
    simp
  have hru : inner ℂ r u = 0 := inner_eq_zero_symm.mp hur
  have hTu : T u = r + (energy T u : ℂ) • u := by rw [hr, sub_add_cancel]
  have hw : ‖((‖r‖⁻¹ : ℝ) : ℂ) • r‖ = 1 := by
    rw [norm_smul, Complex.norm_real, norm_inv, norm_norm]
    exact inv_mul_cancel₀ (norm_ne_zero_iff.mpr hr0)
  have huw : inner ℂ u (((‖r‖⁻¹ : ℝ) : ℂ) • r) = 0 := by
    rw [inner_smul_right, hur, mul_zero]
  have hc : inner ℂ (((‖r‖⁻¹ : ℝ) : ℂ) • r) (T u) ≠ 0 := by
    rw [inner_smul_left, hTu, inner_add_right, inner_smul_right, hru, mul_zero, add_zero]
    exact mul_ne_zero (by simpa using hr0) (inner_self_ne_zero.mpr hr0)
  obtain ⟨v, -, hv, hlt⟩ := (exists_energy_lt_min_iff hT hu hw huw).mpr hc
  exact not_lt_of_ge (hmin v hv) (hlt.trans_le (min_le_left _ _))

end

end RitzBasisEnlargement
```

```lean
#print axioms RitzBasisEnlargement.exists_energy_lt_min_iff
#print axioms RitzBasisEnlargement.eigenvector_of_minimal
```

```
'RitzBasisEnlargement.exists_energy_lt_min_iff' depends on axioms: [propext, Classical.choice, Quot.sound]
'RitzBasisEnlargement.eigenvector_of_minimal' depends on axioms: [propext, Classical.choice, Quot.sound]
```

## Basis functions, energies and coupling in Lean

Write

\[
a=\operatorname{Re}\langle u,Tu\rangle,\qquad b=\operatorname{Re}\langle w,Tw\rangle,\qquad c=\langle w,Tu\rangle .
\]

In the file these are `energy T u`, `energy T w` and `inner ℂ w (T u)`. The inner product is conjugate-linear in its first argument, as in Dirac notation. The function `energy` doesn't divide by the squared norm, so it is an expectation value only on unit vectors, and for this reason the theorems that compare energies ask for `‖v‖ = 1`.

The hypothesis `hT : T.IsSymmetric` says that \(\langle Tx,y\rangle=\langle x,Ty\rangle\) for all \(x,y\), which is the Hermiticity of the Hamiltonian. It makes \(\langle v,Tv\rangle\) real, so taking the real part then discards nothing. The hypotheses `hu`, `hw` and `huw` say that \(u\) and \(w\) are normalised and orthogonal.

The main theorem, `exists_energy_lt_min_iff`, reads: there is a \(v\) in the complex span of \(u\) and \(w\), of norm one, with energy below \(\min(a,b)\), if and only if \(c\neq0\). Behind it stands `isLeast_lowerRitz`, which identifies the least energy of any unit vector in the span as

\[
m=\frac{a+b}{2}-\sqrt{\left(\frac{a-b}{2}\right)^2+|c|^2}.
\]

`IsLeast` means that \(m\) is attained and that no energy in the set is smaller.

The space may have any finite dimension from two upwards or be infinite-dimensional, and it need not be complete, but \(T\) has to be defined on all of it and map it to itself. A Hamiltonian matrix in a finite orthonormal basis fits directly. An unbounded Hamiltonian that is defined only on a proper domain in a Hilbert space does not fit as it stands, but its matrix in two orthonormal functions from that domain does. This matrix has the same diagonal energies and the same coupling, so the two-state theorems can be applied to it.

For a variational calculation with just two orthonormal configurations, the result says that a nonzero Hamiltonian matrix element between them always brings the lowest Ritz value below both diagonal energies. It doesn't say how close that value is to the true ground-state energy.

## The energy of a superposition

Let \(v=xu+yw\) with complex \(x,y\). Expanding gives

\[
\langle v,Tv\rangle=|x|^2\langle u,Tu\rangle+|y|^2\langle w,Tw\rangle+\bar x y\,\langle u,Tw\rangle+\bar y x\,\langle w,Tu\rangle .
\]

By symmetry \(\langle u,Tw\rangle=\langle Tu,w\rangle=\bar c\), so the last two terms are complex conjugates of each other, and

\[
\operatorname{Re}\langle v,Tv\rangle=|x|^2a+|y|^2b+2\operatorname{Re}(\bar y x c).
\]

This is `energy_combination`. Its auxiliary fact `h` is the relation \(\langle u,Tw\rangle=\bar c\); the rest of the proof expands into real and imaginary parts and closes with `ring`. Orthonormality enters only in `norm_combination`, which gives \(\|v\|^2=|x|^2+|y|^2\).

## The lower root of the secular equation

Put \(d=(a-b)/2\) and \(R=\sqrt{d^2+|c|^2}\). Then \(m=(a+b)/2-R\), and

\[
a-m=R+d,\qquad b-m=R-d .
\]

Since \(|d|\le R\), both are nonnegative. Their product is

\[
(a-m)(b-m)=R^2-d^2=|c|^2,
\]

the secular equation of the two-state problem. These are the three statements of `lowerRitz_secular`, where `Real.abs_le_sqrt` supplies \(|d|\le R\).

They settle when \(m\) lies strictly below both diagonal energies, which is `lowerRitz_lt_min_iff`. If \(c\neq0\), the product is positive, so neither factor vanishes, and two nonnegative nonzero factors are positive. If \(m<\min(a,b)\), both factors are positive, hence \(|c|^2>0\).

## Why \(m\) is the least energy in the span

Let \(|x|^2+|y|^2=1\), and abbreviate \(p=a-m\) and \(q=b-m\). Subtracting \(m=m(|x|^2+|y|^2)\) from the energy leaves

\[
p|x|^2+q|y|^2+2\operatorname{Re}(\bar yxc)\;\ge\;p|x|^2+q|y|^2-2|x||y||c| .
\]

Because \(|c|=\sqrt{pq}\), the right-hand side equals \((\sqrt p\,|x|-\sqrt q\,|y|)^2\ge0\). So no normalised combination has energy below \(m\).

The proof of `lowerRitz_le` avoids the roots of \(p\) and \(q\) by comparing squares:

\[
(2|x||y||c|)^2=4\,p|x|^2\,q|y|^2\le(p|x|^2+q|y|^2)^2 .
\]

The difference of the two sides is \((p|x|^2-q|y|^2)^2\), the square handed to `nlinarith`.

The value \(m\) is also reached, as `lowerRitz_attained` shows. If \(c=0\), then \(pq=0\), so \(m=a\) or \(m=b\), and one of the basis functions alone suffices. If \(c\neq0\), take

\[
x=-s\,q,\qquad y=s\,c,\qquad s=\frac{1}{\sqrt{q^2+|c|^2}} .
\]

These coefficients are normalised, and \(\bar yxc=-s^2q|c|^2\). The energy minus \(m\) is therefore

\[
s^2\left(pq^2+q|c|^2-2q|c|^2\right)=s^2q\,(pq-|c|^2)=0 .
\]

In Lean, `hx`, `hy` and `hxy` compute the two weights and the interference term, and `linear_combination` then combines the normalisation with the secular equation.

The theorem `isLeast_lowerRitz` carries both halves over to vectors by writing every element of the span as \(xu+yw\). The main equivalence follows. If some unit vector has energy below \(\min(a,b)\), then \(m\), being no larger, is below it too, and so \(c\neq0\). Conversely, if \(c\neq0\), the vector that attains \(m\) has the required energy.

## A minimiser has no residual

The theorem `eigenvector_of_minimal` assumes that a unit vector \(u\) has the lowest energy among all unit vectors of the space, and concludes that \(Tu=au\). That such a minimiser exists is a hypothesis; in infinite dimension there may be none.

Suppose that the residual \(r=Tu-au\) is not zero. Since \(\langle u,Tu\rangle=a\) by symmetry,

\[
\langle u,r\rangle=\langle u,Tu\rangle-a\langle u,u\rangle=0 .
\]

So \(w=r/\|r\|\) is a unit vector orthogonal to \(u\), and its coupling to \(u\) is

\[
\langle w,Tu\rangle=\frac{\langle r,\,r+au\rangle}{\|r\|}=\|r\|\neq0 .
\]

By the main theorem, the span of \(u\) and \(w\) contains a unit vector with energy below \(\min(a,b)\le a\), which contradicts the minimality of \(u\). The Lean proof follows the same course: `huw` is the orthogonality, `hc` the nonzero coupling, and the last two lines draw the contradiction.

## Overlapping functions and the role of the minimum

Without orthogonality the equivalence fails. Let \(T\) be the identity on \(\mathbb C^2\), and take the unit vectors \(u=(1,0)\) and \(w=(1,1)/\sqrt2\). Then \(\langle w,Tu\rangle=1/\sqrt2\neq0\), yet every unit vector has energy 1, so nothing is lowered. The matrix element here is pure overlap.

A slip that is quickly made in stating the result is to replace \(\min(a,b)\) by \(a\), the energy of the function one started from. Take \(T=\operatorname{diag}(1,0)\) with \(u=(1,0)\) and \(w=(0,1)\). The coupling vanishes, but \(w\) itself has energy \(0<1=a\). An uncoupled function can thus improve on \(u\) simply by being lower in energy; the comparison with both diagonal energies singles out the gain that comes from mixing.
